# Effective Frenkel coupling and site shift from charge-transfer states on a ring of at least three sites

In a molecular aggregate an electron-hole pair can sit on one molecule (a Frenkel exciton) or be split over two neighbours (a charge-transfer or CT exciton). A Frenkel exciton hops to the next molecule directly, or by moving one carrier first and the other afterwards, through a CT state. The question is what this second route adds to the site energy and the neighbour coupling.

## Ring, bonds and Hamiltonian

Sites and bonds are both labelled by integers modulo \(N\), the type `ZMod N`, so the ring closes on itself. Bond \(n\) joins sites \(n\) and \(n+1\).

In Lean 4 with Mathlib:

```lean
import Mathlib

open Matrix

namespace FrenkelChargeTransferRing

noncomputable section

variable {N : ℕ} [NeZero N]
```

The ring matrix \(R(e,j)\) has \(e\) on the diagonal, \(j\) between neighbours and zero elsewhere.

```lean
/-- Ring Hamiltonian on `N` sites: site energy `e`, coupling `j` between nearest neighbours,
zero otherwise. -/
def ringH (e j : ℝ) : Matrix (ZMod N) (ZMod N) ℝ :=
  of fun m n => if m = n then e else if m = n + 1 ∨ n = m + 1 then j else 0
```

A family of CT states, one per bond, couples to the sites through \(B(a,b)_{mn} = a\,\delta_{m,n} + b\,\delta_{m,n+1}\), with \(m\) a site, \(n\) a bond and \(\delta\) the Kronecker symbol modulo \(N\).

```lean
/-- Coupling of site `m` to a CT state on bond `n` (joining sites `n` and `n + 1`):
amplitude `a` to site `n` and `b` to site `n + 1`. -/
def bond (a b : ℝ) : Matrix (ZMod N) (ZMod N) ℝ :=
  of fun m n => (if m = n then a else 0) + (if m = n + 1 then b else 0)
```

Let \(t_e\) and \(t_h\) be the electron and hole transfer integrals, taken as matrix elements between electron-hole states. For pair states \(c_l^\dagger c_h|0\rangle\), with \(|0\rangle\) the ground-state determinant, \(h\) an orbital occupied in it and \(l\) an empty one, the one-particle part of \(t_h\) is minus the matrix element of the effective one-particle Hamiltonian between the occupied orbitals of the two molecules; this sign matters for the product \(t_et_h\). The state with the hole on \(n\) and the electron on \(n+1\) is reached from site \(n\) by \(t_e\) and from site \(n+1\) by \(t_h\); the opposite polarity interchanges them. Hence \(V = [\,B(t_e,t_h)\;\;B(t_h,t_e)\,]\), with columns indexed by `ZMod N ⊕ ZMod N`.

```lean
/-- Frenkel-CT coupling block with two CT states per bond, `te` and `th` being interchanged
between the ends of the bond from one state to the other. -/
def coupling (te th : ℝ) : Matrix (ZMod N) (ZMod N ⊕ ZMod N) ℝ :=
  of fun m c => Sum.elim (bond te th m) (bond th te m) c
```

With Frenkel energy \(E_F\), direct coupling \(J\) and CT energy \(E_{CT}\),
\[ H = \begin{pmatrix} R(E_F,J) & V \\ V^T & E_{CT}\,\mathbb 1 \end{pmatrix}. \]
All five parameters are free real numbers, not derived from orbitals. The CT states are degenerate, mutually uncoupled and confined to neighbours; there is one exciton and no vibration. For \(N = 3\) the missing coupling is a further approximation, because there a single carrier hop between neighbours leads from one CT state to another; for \(N \ge 4\) such a hop leads out of the neighbour pairs or back to a Frenkel state.

```lean
/-- Full Hamiltonian: Frenkel ring `(EF, J)`, `2 N` CT states at `ECT`, and their coupling. -/
def hamiltonian (N : ℕ) [NeZero N] (EF J ECT te th : ℝ) :
    Matrix (ZMod N ⊕ (ZMod N ⊕ ZMod N)) (ZMod N ⊕ (ZMod N ⊕ ZMod N)) ℝ :=
  fromBlocks (ringH EF J) (coupling te th) (coupling te th)ᵀ (ECT • 1)
```

## Eliminating the CT amplitudes

For a block matrix with blocks \(H_{11},H_{12},H_{21},H_{22}\) and amplitudes \(x,y\) on the two blocks, the eigenvalue equations at energy \(E\) are \(H_{11}x + H_{12}y = Ex\) and \(H_{21}x + (H_{22}-E)y = 0\). If \(H_{22}-E\) is invertible, \(y = -(H_{22}-E)^{-1}H_{21}x\), and so \(S(E)x = Ex\) with the Schur complement
\[ S(E) = H_{11} - H_{12}(H_{22}-E)^{-1}H_{21}. \]
Mathlib's inverse of a singular matrix is zero, which is why the theorems on \(S(E)\) for the ring also state that the determinant of \(H_{22}-E\) is nonzero.

```lean
/-- Schur complement (effective Hamiltonian) of a block Hamiltonian on its first block at
energy `E`: `H₁₁ - H₁₂ (H₂₂ - E)⁻¹ H₂₁`. -/
def schur {p q : Type*} [Fintype q] [DecidableEq q] (H : Matrix (p ⊕ q) (p ⊕ q) ℝ) (E : ℝ) :
    Matrix p p ℝ :=
  H.toBlocks₁₁ - H.toBlocks₁₂ * (H.toBlocks₂₂ - E • 1)⁻¹ * H.toBlocks₂₁
```

## The product \(VV^T\)

With \(B = B(a,b)\), row \(m\) is nonzero only at bonds \(k=m\) and \(k=m-1\), so
\[ (BB^T)_{mn} = \sum_k B_{mk}B_{nk} = a\,B_{n,m} + b\,B_{n,m-1}. \]
The step `key` collapses this sum for an arbitrary function `f` of the bond.

```lean
/-- In `B Bᵀ` for one family of CT states, site `m` contributes through bond `m` with
amplitude `a` and through bond `m - 1` with amplitude `b`. -/
theorem bond_gram_apply (a b : ℝ) (m n : ZMod N) :
    (bond a b * (bond a b)ᵀ : Matrix (ZMod N) (ZMod N) ℝ) m n
      = a * bond a b n m + b * bond a b n (m - 1) := by
  have key : ∀ f : ZMod N → ℝ, ∑ k, bond a b m k * f k = a * f m + b * f (m - 1) := by
    intro f
    have h : ∀ k : ZMod N, m = k + 1 ↔ m - 1 = k := fun k => sub_eq_iff_eq_add.symm
    simp only [bond, of_apply, h, add_mul, ite_mul, zero_mul, Finset.sum_add_distrib,
      Finset.sum_ite_eq, Finset.mem_univ, if_true]
  rw [mul_apply]
  simp only [transpose_apply]
  exact key (bond a b n)
```

Inserting \(B_{n,m} = a\,\delta_{n,m} + b\,\delta_{n,m+1}\) and \(B_{n,m-1} = a\,\delta_{m,n+1} + b\,\delta_{n,m}\) gives
\[ (BB^T)_{mn} = (a^2+b^2)\,\delta_{m,n} + ab\,(\delta_{m,n+1} + \delta_{n,m+1}). \]
For \(N \ge 3\) neither 1 nor 2 vanishes modulo \(N\) (`h1`, `h2`), so at most one symbol is nonzero (`hPQ`, `hPR`, `hQR`) and \(BB^T = R(a^2+b^2, ab)\). Each case of `split_ifs` is closed by `ring1` or is contradictory.

```lean
/-- For `N ≥ 3`, `B Bᵀ` for one family of CT states is a ring matrix with `a² + b²` on the
sites and `a b` between neighbours. -/
theorem bond_gram (hN : 3 ≤ N) (a b : ℝ) :
    (bond a b * (bond a b)ᵀ : Matrix (ZMod N) (ZMod N) ℝ) = ringH (a ^ 2 + b ^ 2) (a * b) := by
  have h2 : (2 : ZMod N) ≠ 0 := by
    intro h
    have h' : ((2 : ℕ) : ZMod N) = 0 := by exact_mod_cast h
    have := Nat.le_of_dvd (by norm_num) ((CharP.cast_eq_zero_iff (ZMod N) N 2).mp h')
    omega
  have h1 : (1 : ZMod N) ≠ 0 := fun h => h2 (by linear_combination 2 * h)
  ext m n
  -- a site, its left neighbour and its right neighbour are three different sites
  have hPQ : ¬(m = n ∧ m = n + 1) := fun ⟨p, q⟩ => h1 (by linear_combination p - q)
  have hPR : ¬(m = n ∧ n = m + 1) := fun ⟨p, r⟩ => h1 (by linear_combination -p - r)
  have hQR : ¬(m = n + 1 ∧ n = m + 1) := fun ⟨q, r⟩ => h2 (by linear_combination -q - r)
  have e1 : n = m - 1 ↔ m = n + 1 := eq_sub_iff_add_eq.trans eq_comm
  have e2 : n = m ↔ m = n := eq_comm
  rw [bond_gram_apply]
  simp only [bond, ringH, of_apply, sub_add_cancel, e1, e2]
  split_ifs <;> first | ring1 | (exfalso; tauto)
```

The sum over CT states splits into the two families: \(VV^T = B(t_e,t_h)B(t_e,t_h)^T + B(t_h,t_e)B(t_h,t_e)^T\).

```lean
/-- `V Vᵀ` is the sum of the contributions of the two families of CT states. -/
theorem coupling_gram (te th : ℝ) :
    coupling (N := N) te th * (coupling (N := N) te th)ᵀ
      = bond (N := N) te th * (bond (N := N) te th)ᵀ
        + bond (N := N) th te * (bond (N := N) th te)ᵀ := by
  ext m n
  rw [Matrix.add_apply, Matrix.mul_apply, Matrix.mul_apply, Matrix.mul_apply,
    Fintype.sum_sum_type]
  rfl
```

## The effective ring

Here \(H_{22}-E = (E_{CT}-E)\mathbb 1\) (`hD`). For \(E \ne E_{CT}\) its determinant is a power of a nonzero number and its inverse is \((E_{CT}-E)^{-1}\mathbb 1\) (`hinv`). For every \(N \ge 1\), therefore, \(S(E) = R(E_F,J) - VV^T/(E_{CT}-E)\).

```lean
/-- For `E ≠ ECT` the shifted CT block is nonsingular and the Schur complement is the Frenkel
ring minus `V Vᵀ / (ECT - E)`. -/
theorem schur_eq_gram (EF J ECT te th E : ℝ) (hE : ECT ≠ E) :
    ((hamiltonian N EF J ECT te th).toBlocks₂₂ - E • 1).det ≠ 0 ∧
    schur (hamiltonian N EF J ECT te th) E
      = ringH (N := N) EF J
        - (ECT - E)⁻¹ • (coupling (N := N) te th * (coupling (N := N) te th)ᵀ) := by
  have hne : ECT - E ≠ 0 := sub_ne_zero.mpr hE
  have hD : (hamiltonian N EF J ECT te th).toBlocks₂₂ - E • 1 = (ECT - E) • 1 := by
    rw [hamiltonian, toBlocks_fromBlocks₂₂, sub_smul]
  -- the CT resolvent is a multiple of the identity
  have hinv : ((ECT - E) • (1 : Matrix (ZMod N ⊕ ZMod N) (ZMod N ⊕ ZMod N) ℝ))⁻¹
      = (ECT - E)⁻¹ • 1 := by
    apply inv_eq_right_inv
    rw [Matrix.smul_mul, Matrix.one_mul, smul_smul, mul_inv_cancel₀ hne, one_smul]
  constructor
  · rw [hD, det_smul, det_one, mul_one]
    exact pow_ne_zero _ hne
  · rw [schur, hD, hinv, hamiltonian, toBlocks_fromBlocks₁₁, toBlocks_fromBlocks₁₂,
      toBlocks_fromBlocks₂₁, Matrix.mul_smul, Matrix.mul_one]
    exact congrArg (fun X => ringH (N := N) EF J - X)
      (Matrix.smul_mul (ECT - E)⁻¹ (coupling (N := N) te th) (coupling (N := N) te th)ᵀ)
```

For \(N \ge 3\) both families contribute \(R(t_e^2+t_h^2,\,t_et_h)\), which produces the factors of 2:
\[ S(E) = R\!\left(E_F - \frac{2(t_e^2+t_h^2)}{E_{CT}-E},\; J - \frac{2t_et_h}{E_{CT}-E}\right). \]
The proof rewrites with the three results above and compares entries.

```lean
/-- For `N ≥ 3` and `E ≠ ECT` the shifted CT block is nonsingular and the Schur complement at
`E` is the ring with site energy `EF - 2 (te² + th²) / (ECT - E)` and neighbour coupling
`J - 2 te th / (ECT - E)`. -/
theorem schur_eq_ring (hN : 3 ≤ N) (EF J ECT te th E : ℝ) (hE : ECT ≠ E) :
    ((hamiltonian N EF J ECT te th).toBlocks₂₂ - E • 1).det ≠ 0 ∧
    schur (hamiltonian N EF J ECT te th) E
      = ringH (EF - 2 * (te ^ 2 + th ^ 2) / (ECT - E)) (J - 2 * te * th / (ECT - E)) := by
  obtain ⟨hdet, hS⟩ := schur_eq_gram (N := N) EF J ECT te th E hE
  refine ⟨hdet, ?_⟩
  rw [hS, coupling_gram, bond_gram hN, bond_gram hN]
  ext m n
  simp only [ringH, of_apply, Matrix.sub_apply, Matrix.add_apply, Matrix.smul_apply,
    smul_eq_mul]
  split_ifs <;> ring1
```

At \(E = E_F \ne E_{CT}\) the statement reads entry by entry: every site is shifted by \(-2(t_e^2+t_h^2)/(E_{CT}-E_F)\), the entries \((n,n+1)\) and \((n+1,n)\) equal \(J - 2t_et_h/(E_{CT}-E_F)\), and pairs that are neither equal nor neighbours have zero coupling. In a Bethe-Salpeter matrix of Tamm-Dancoff form, with one electron and one hole orbital per molecule, truncated to on-site and nearest-neighbour electron-hole pairs and with all blocks of the form assumed in \(H\) (neighbour coupling only among the Frenkel states, coupling \(V\), an uncoupled degenerate CT block), these are the parameters of the Frenkel-only model downfolded at \(E_F\).

```lean
/-- At `E = EF ≠ ECT` and `N ≥ 3`: the shifted CT block is nonsingular, each site is shifted by
`-2 (te² + th²) / (ECT - EF)`, neighbours couple by `J - 2 te th / (ECT - EF)`, and all other
matrix elements vanish. -/
theorem schur_at_frenkel_energy (hN : 3 ≤ N) (EF J ECT te th : ℝ) (hE : ECT ≠ EF) :
    ((hamiltonian N EF J ECT te th).toBlocks₂₂ - EF • 1).det ≠ 0 ∧
    (∀ n, schur (hamiltonian N EF J ECT te th) EF n n
      = EF - 2 * (te ^ 2 + th ^ 2) / (ECT - EF)) ∧
    (∀ n, schur (hamiltonian N EF J ECT te th) EF n (n + 1) = J - 2 * te * th / (ECT - EF)) ∧
    (∀ n, schur (hamiltonian N EF J ECT te th) EF (n + 1) n = J - 2 * te * th / (ECT - EF)) ∧
    (∀ m n, m ≠ n → m ≠ n + 1 → n ≠ m + 1 →
      schur (hamiltonian N EF J ECT te th) EF m n = 0) := by
  obtain ⟨hdet, hS⟩ := schur_eq_ring hN EF J ECT te th EF hE
  have : Fact (1 < N) := ⟨by omega⟩
  have h1 : ∀ n : ZMod N, n ≠ n + 1 :=
    fun n h => (one_ne_zero : (1 : ZMod N) ≠ 0) (by linear_combination -h)
  rw [hS]
  refine ⟨hdet, fun n => ?_, fun n => ?_, fun n => ?_, fun m n h h' h'' => ?_⟩
  · simp [ringH]
  · simp [ringH, h1 n]
  · simp [ringH, (h1 n).symm]
  · simp [ringH, h, h', h'']
```

## Secular equation

The matrix \(S(E_F)\) is an exact expression, but its eigenvalues are in general not those of \(H\), and no error bound for freezing \(E\) at \(E_F\) is proved here. The exact link keeps \(E\) variable. Writing \(H-E\) in blocks (`hsplit`) and eliminating the upper right block by row operations gives
\[ \det(H-E) = \det(H_{22}-E)\,\det\big(H_{11}-E-H_{12}(H_{22}-E)^{-1}H_{21}\big), \]
Mathlib's `det_fromBlocks₂₂`, and the last argument is \(S(E)-E\) (`hS`). This holds for any finite real block matrix with \(H_{22}-E\) nonsingular.

```lean
/-- If `H₂₂ - E` is nonsingular, the secular determinant of a block Hamiltonian is that of
`H₂₂` times that of the Schur complement at `E`. -/
theorem det_eq_det_mul_det_schur {p q : Type*} [Fintype p] [DecidableEq p] [Fintype q]
    [DecidableEq q] (H : Matrix (p ⊕ q) (p ⊕ q) ℝ) (E : ℝ)
    (h : (H.toBlocks₂₂ - E • 1).det ≠ 0) :
    (H - E • 1).det = (H.toBlocks₂₂ - E • 1).det * (schur H E - E • 1).det := by
  let _ := invertibleOfIsUnitDet _ (isUnit_iff_ne_zero.mpr h)
  have hsplit : H - E • 1 = fromBlocks (H.toBlocks₁₁ - E • 1) H.toBlocks₁₂ H.toBlocks₂₁
      (H.toBlocks₂₂ - E • 1) := by
    ext i j
    rcases i with i | i <;> rcases j with j | j <;>
      simp [toBlocks₁₁, toBlocks₁₂, toBlocks₂₁, toBlocks₂₂, one_apply]
  have hS : H.toBlocks₁₁ - E • 1 - H.toBlocks₁₂ * (H.toBlocks₂₂ - E • 1)⁻¹ * H.toBlocks₂₁
      = schur H E - E • 1 := by
    rw [schur]
    abel
  rw [hsplit, det_fromBlocks₂₂, invOf_eq_nonsing_inv, hS]
```

On the ring the CT block has dimension \(2N\), so \(\det(H-E) = (E_{CT}-E)^{2N}\det(S(E)-E)\). For \(N \ge 3\) and \(E \ne E_{CT}\) the prefactor is nonzero and the two determinants vanish together. Eigenvalues at \(E = E_{CT}\) are not covered.

```lean
/-- For `N ≥ 3` and `E ≠ ECT` the secular determinant of the full Hamiltonian is
`(ECT - E) ^ (2 N)` times that of the effective ring at `E`, and the two vanish together. -/
theorem secular_determinant (hN : 3 ≤ N) (EF J ECT te th E : ℝ) (hE : ECT ≠ E) :
    (hamiltonian N EF J ECT te th - E • 1).det = (ECT - E) ^ (2 * N) *
      ((ringH (EF - 2 * (te ^ 2 + th ^ 2) / (ECT - E)) (J - 2 * te * th / (ECT - E)) :
        Matrix (ZMod N) (ZMod N) ℝ) - E • 1).det ∧
    ((hamiltonian N EF J ECT te th - E • 1).det = 0 ↔
      ((ringH (EF - 2 * (te ^ 2 + th ^ 2) / (ECT - E)) (J - 2 * te * th / (ECT - E)) :
        Matrix (ZMod N) (ZMod N) ℝ) - E • 1).det = 0) := by
  obtain ⟨hdet, hS⟩ := schur_eq_ring hN EF J ECT te th E hE
  have hD : ((hamiltonian N EF J ECT te th).toBlocks₂₂ - E • 1).det = (ECT - E) ^ (2 * N) := by
    rw [hamiltonian, toBlocks_fromBlocks₂₂, ← sub_smul, det_smul, det_one, mul_one,
      Fintype.card_sum, ZMod.card, two_mul]
  rw [det_eq_det_mul_det_schur _ E hdet, hS, hD]
  refine ⟨rfl, ?_⟩
  rw [mul_eq_zero, or_iff_right (pow_ne_zero _ (sub_ne_zero.mpr hE))]
```

## Two sites

For \(N = 2\) both bonds join sites 0 and 1. Since \(0-1 = 1\) modulo 2, \((BB^T)_{01} = a\,B_{1,0} + b\,B_{1,1} = ab + ba = 2ab\) (`g`), while `ringH` counts \(J\) once (`r`). The \((0,1)\) entry of \(S(E)\) is \(J - 4t_et_h/(E_{CT}-E)\), which differs from the \(N \ge 3\) formula whenever \(t_et_h \ne 0\). This case shows that the hypothesis \(N \ge 3\) cannot be dropped from the ring formula, but it is not a physical dimer. Two molecules have only two CT states (hole on 0 and electron on 1, and the reverse), and the two bonds list each of them twice. With each counted once, \((VV^T)_{01} = t_et_h + t_ht_e\) and the coupling is \(J - 2t_et_h/(E_{CT}-E)\); that case is not formalised here.

```lean
/-- For `N = 2` and `E ≠ ECT` the shifted CT block is nonsingular and the effective coupling in this
model with four CT states, i.e. the `(0, 1)` entry of the Schur complement at `E`, is `J - 4 te th /
(ECT - E)`. -/
theorem schur_two_sites (EF J ECT te th E : ℝ) (hE : ECT ≠ E) :
    ((hamiltonian 2 EF J ECT te th).toBlocks₂₂ - E • 1).det ≠ 0 ∧
    schur (hamiltonian 2 EF J ECT te th) E 0 1 = J - 4 * te * th / (ECT - E) := by
  obtain ⟨hdet, hS⟩ := schur_eq_gram (N := 2) EF J ECT te th E hE
  refine ⟨hdet, ?_⟩
  have h1 : ¬((1 : ZMod 2) = 0) := by decide
  have h2 : (1 : ZMod 2) = 0 + 1 := by decide
  have h3 : (1 : ZMod 2) = 0 - 1 := by decide
  have h4 : ¬((1 : ZMod 2) = 0 - 1 + 1) := by decide
  have h5 : ¬((0 : ZMod 2) = 1) := by decide
  -- both bonds join the same pair of sites
  have g : ∀ a b : ℝ,
      (bond a b * (bond a b)ᵀ : Matrix (ZMod 2) (ZMod 2) ℝ) 0 1 = 2 * a * b := by
    intro a b
    rw [bond_gram_apply]
    simp only [bond, of_apply]
    rw [if_neg h1, if_pos h2, if_pos h3, if_neg h4]
    ring
  have r : (ringH EF J : Matrix (ZMod 2) (ZMod 2) ℝ) 0 1 = J := by
    rw [ringH, of_apply, if_neg h5, if_pos (Or.inr h2)]
  rw [hS, coupling_gram, Matrix.sub_apply, Matrix.smul_apply, Matrix.add_apply, g, g, r,
    smul_eq_mul]
  ring

end

end FrenkelChargeTransferRing
```

```lean
#print axioms FrenkelChargeTransferRing.schur_at_frenkel_energy
#print axioms FrenkelChargeTransferRing.secular_determinant
#print axioms FrenkelChargeTransferRing.schur_two_sites
```

```
'FrenkelChargeTransferRing.schur_at_frenkel_energy' depends on axioms: [propext, Classical.choice, Quot.sound]
'FrenkelChargeTransferRing.secular_determinant' depends on axioms: [propext, Classical.choice, Quot.sound]
'FrenkelChargeTransferRing.schur_two_sites' depends on axioms: [propext, Classical.choice, Quot.sound]
```
